# A defect norm below 1/4 gives an SP2 iterate an eigenvalue-free window around 1/2

## One level and its distance from 1/2

Take a single eigenvalue $x=0.9$. Its idempotency defect is $e=x-x^2=0.09$. For any real $x$,

$$(2x-1)^2=1-4(x-x^2)=1-4e,$$

so the defect fixes the distance from $1/2$: here $|2x-1|=\sqrt{0.64}=0.8$, and $x$ must be $0.1$ or $0.9$. A small defect keeps a level away from the middle of $[0,1]$.

With several levels, diagonalising the matrix would give every defect. An upper bound on all of them is enough, however, and a single trace supplies one.

## Defects and traces in an SP2 expansion

An SP2 expansion builds the density matrix of an effective one-particle Hamiltonian. The Hamiltonian is first mapped linearly so that its spectrum lies in $[0,1]$, with low energies near 1. Each step then replaces the iterate $X$ by $X^2$ or $2X-X^2$, in an order chosen so that, over many steps, occupied levels tend to 1 and empty ones to 0.

Let $X=U\,\mathrm{diag}(x)\,U^\dagger$ with $U$ unitary and finitely many real eigenvalues $x_i$. Define

$$e_i=x_i-x_i^2,\qquad s=\sum_i e_i,\qquad v=\sqrt{\sum_i e_i^2}.$$

Since $U^\dagger U=1$, we have $X^2=U\,\mathrm{diag}(x_i^2)\,U^\dagger$, hence $X-X^2=U\,\mathrm{diag}(e_i)\,U^\dagger$. Taking traces gives

$$\mathrm{tr}(X-X^2)=s,\qquad \mathrm{tr}\,(X-X^2)^2=v^2.$$

## Bounds on the largest defect

Let all $x_i$ lie in $[0,1]$, let $s>0$, and let $m$ be the largest defect. Then

$$0<\frac{v^2}{s}\le m\le v.$$

For the upper bound, $e_i^2$ is one term of the sum of squares $v^2$, so $e_i\le|e_i|\le v$ for every $i$.

For the lower bound, $x_i\in[0,1]$ gives $e_i=x_i(1-x_i)\ge0$. Multiplying $e_i\le m$ by $e_i$ gives $e_i^2\le m e_i$, and summation gives $v^2\le ms$. Positivity follows because $s>0$ requires some $e_i>0$, and then $v\ge e_i>0$.

The difference between the two sides is

$$ms-v^2=\sum_i e_i(m-e_i).$$

Every term is non-negative, so equality holds exactly when each defect is $0$ or $m$.

## The window around 1/2

For $v\le1/4$ put

$$\lambda_\pm(v)=\frac{1\pm\sqrt{1-4v}}2.$$

From $e_i\le v$ we get $(2x_i-1)^2=1-4e_i\ge1-4v$, and therefore $|2x_i-1|\ge\sqrt{1-4v}$. Either $x_i\ge\lambda_+(v)$ or $x_i\le\lambda_-(v)$. This argument does not need $x_i\in[0,1]$. If $v<1/4$, the open interval $(\lambda_-(v),\lambda_+(v))$ contains $1/2$ and no eigenvalue; at $v=1/4$ it is empty.

For levels $0.9$ and $0.2$, the defects are $0.09$ and $0.16$, so $v\approx0.184$ and the window is about $(0.242,0.758)$.

The edges are sharp. With $r=\sqrt{1-4v}$ and $0\le v\le1/4$, a single level at either edge has defect $(1-r^2)/4=v$, and hence defect norm $v$. No wider window depending on $v$ alone can serve for all families.

## Back to the initial matrix

Let $f$ be the composition of the steps taken so far, acting on eigenvalues. For $0\le a<b\le1$,

$$b^2-a^2=(b-a)(a+b)>0,$$
$$(2b-b^2)-(2a-a^2)=(b-a)(2-a-b)>0.$$

Both steps map $[0,1]$ into itself, the second because $2t-t^2=1-(1-t)^2$. By induction $f$ is strictly increasing on $[0,1]$.

Now let $x_i\in[0,1]$ be the initial eigenvalues and $v$ the defect norm of the family $f(x_i)$. Choose $a\ge0$ and $b\le1$ with $\lambda_-(v)\le f(a)$ and $f(b)\le\lambda_+(v)$. An initial eigenvalue with $a<x_i<b$ would satisfy

$$\lambda_-(v)\le f(a)<f(x_i)<f(b)\le\lambda_+(v),$$

which the window forbids. So $(a,b)$ contains no initial eigenvalue. Undoing the linear map turns it into an energy interval without levels. When the occupied and empty levels lie on opposite sides of it, its width is a lower bound on the HOMO–LUMO gap of this finite, effective one-particle model.

## The physical quantities as Lean objects

The finite type `ι` labels the levels, and `x : ι → ℝ` lists the eigenvalues, with repetitions for degeneracy. `defect`, `defectSum` and `defectNorm` are $e_i$, $s$ and $v$; `lowerEdge` and `upperEdge` are $\lambda_-$ and $\lambda_+$. The matrix is `fromSpectrum U x`, with `star U` for $U^\dagger$.

In `largest_defect_bounds`, the hypothesis `hx` places the levels in $[0,1]$, as the initial scaling is meant to ensure. The condition `hs` says that the iterate is not yet idempotent, and `hm` says that `m` is attained and is largest. `lower_bound_eq_iff` writes equality as $v^2=ms$, so it also covers $s=0$.

`spectral_gap` assumes only $v<1/4$, a bound on the Frobenius norm of $X-X^2$. `outside_window` has no such condition: for $v>1/4$ Lean's square root of a negative number is zero, both edges are $1/2$, and the statement carries no information.

The steps form a list `l : List Bool`, applied from its head: `true` means $t^2$ and `false` means $2t-t^2$. Any order is allowed, whatever rule selected it. `sp2Run` acts on eigenvalues; the corresponding matrix recursion follows from the product rule for matrices with common eigenvectors. The arithmetic is exact, so rounding and the truncation of small matrix elements are not covered, nor is convergence of the expansion.

```lean
import Mathlib

open Finset

namespace SP2GapEstimate

noncomputable section

variable {ι : Type*} [Fintype ι]

/-- The idempotency defect `t - t²` of an eigenvalue `t`. -/
def defect (t : ℝ) : ℝ := t - t ^ 2

/-- The sum of the idempotency defects of a family of eigenvalues. -/
def defectSum (x : ι → ℝ) : ℝ := ∑ i, defect (x i)

/-- The root of the sum of squared idempotency defects. -/
def defectNorm (x : ι → ℝ) : ℝ := √(∑ i, defect (x i) ^ 2)

/-- Lower edge of the spectral window belonging to the defect norm `v`, for `v ≤ 1/4`. -/
def lowerEdge (v : ℝ) : ℝ := (1 - √(1 - 4 * v)) / 2

/-- Upper edge of the spectral window belonging to the defect norm `v`, for `v ≤ 1/4`. -/
def upperEdge (v : ℝ) : ℝ := (1 + √(1 - 4 * v)) / 2

/-- The matrix `U diag(x) U†` for a complex matrix `U` and a real family `x`. -/
def fromSpectrum [DecidableEq ι] (U : Matrix ι ι ℂ) (x : ι → ℝ) : Matrix ι ι ℂ :=
  U * Matrix.diagonal (fun i => (x i : ℂ)) * star U

/-- One SP2 step: `t²` for `true` and `2t - t²` for `false`. -/
def sp2Step (s : Bool) (t : ℝ) : ℝ := if s then t ^ 2 else 2 * t - t ^ 2

/-- The SP2 expansion: the listed steps applied one after the other. -/
def sp2Run : List Bool → ℝ → ℝ
  | [], t => t
  | s :: l, t => sp2Run l (sp2Step s t)

/-- The square of the defect norm is the sum of the squared defects. -/
theorem defectNorm_sq (x : ι → ℝ) : defectNorm x ^ 2 = ∑ i, defect (x i) ^ 2 :=
  Real.sq_sqrt (Finset.sum_nonneg fun _ _ => sq_nonneg _)

/-- For `X = U diag(x) U†` with `U` unitary, the traces of `X - X²` and of `(X - X²)²` are
the defect sum and the squared defect norm of the eigenvalues. -/
theorem trace_defect [DecidableEq ι] {U : Matrix ι ι ℂ}
    (hU : U ∈ Matrix.unitaryGroup ι ℂ) (x : ι → ℝ) :
    (fromSpectrum U x - fromSpectrum U x ^ 2).trace = (defectSum x : ℂ) ∧
    ((fromSpectrum U x - fromSpectrum U x ^ 2) ^ 2).trace = ((defectNorm x ^ 2 : ℝ) : ℂ) := by
  have h : star U * U = 1 := Matrix.mem_unitaryGroup_iff'.mp hU
  -- products and traces are computed on the eigenvalues
  have hmul : ∀ y z : ι → ℝ,
      fromSpectrum U y * fromSpectrum U z = fromSpectrum U (fun i => y i * z i) := by
    intro y z
    unfold fromSpectrum
    calc _ = U * Matrix.diagonal (fun i => (y i : ℂ)) * (star U * U)
          * Matrix.diagonal (fun i => (z i : ℂ)) * star U := by simp only [mul_assoc]
      _ = U * (Matrix.diagonal (fun i => (y i : ℂ))
          * Matrix.diagonal (fun i => (z i : ℂ))) * star U := by
        rw [h, mul_one]; simp only [mul_assoc]
      _ = _ := by simp [Matrix.diagonal_mul_diagonal]
  have htr : ∀ y : ι → ℝ, (fromSpectrum U y).trace = ((∑ i, y i : ℝ) : ℂ) := by
    intro y
    unfold fromSpectrum
    rw [Matrix.trace_mul_comm, ← mul_assoc, h, one_mul, Matrix.trace_diagonal]
    simp
  have hsub : fromSpectrum U x - fromSpectrum U x ^ 2
      = fromSpectrum U (fun i => defect (x i)) := by
    rw [pow_two, hmul]
    unfold fromSpectrum
    rw [← sub_mul, ← mul_sub, Matrix.diagonal_sub]
    simp [defect, pow_two]
  constructor
  · rw [hsub, htr, defectSum]
  · rw [hsub, pow_two, hmul, htr, defectNorm_sq]
    simp only [pow_two]

/-- No single idempotency defect exceeds the defect norm. -/
theorem defect_le_norm (x : ι → ℝ) (i : ι) : defect (x i) ≤ defectNorm x := by
  have h : defect (x i) ^ 2 ≤ ∑ j, defect (x j) ^ 2 :=
    Finset.single_le_sum (f := fun j => defect (x j) ^ 2)
      (fun j _ => sq_nonneg _) (Finset.mem_univ i)
  exact (le_abs_self _).trans (Real.abs_le_sqrt h)

/-- For eigenvalues in `[0,1]` with positive defect sum, the largest defect `m` lies between
the positive number `v²/s` and `v`, where `s` is the defect sum and `v` the defect norm. -/
theorem largest_defect_bounds {x : ι → ℝ} {m : ℝ} (hx : ∀ i, x i ∈ Set.Icc (0 : ℝ) 1)
    (hs : 0 < defectSum x) (hm : IsGreatest (Set.range fun i => defect (x i)) m) :
    0 < defectNorm x ^ 2 / defectSum x ∧ defectNorm x ^ 2 / defectSum x ≤ m ∧
      m ≤ defectNorm x := by
  obtain ⟨⟨k, hk⟩, hub⟩ := hm
  have he : ∀ i, 0 ≤ defect (x i) := fun i => by
    unfold defect
    nlinarith [(hx i).1, (hx i).2]
  refine ⟨?_, ?_, ?_⟩
  · -- a positive sum has a nonzero term, which bounds the norm from below
    have hs' : ∑ i, defect (x i) ≠ 0 := hs.ne'
    obtain ⟨i, -, hi⟩ := Finset.exists_ne_zero_of_sum_ne_zero hs'
    have hv : 0 < defectNorm x :=
      lt_of_lt_of_le (lt_of_le_of_ne (he i) (Ne.symm hi)) (defect_le_norm x i)
    positivity
  · -- sum the inequalities `e² ≤ m e`
    rw [div_le_iff₀ hs, defectNorm_sq, defectSum, Finset.mul_sum]
    refine Finset.sum_le_sum fun i _ => ?_
    rw [pow_two]
    exact mul_le_mul_of_nonneg_right (hub ⟨i, rfl⟩) (he i)
  · rw [← hk]
    exact defect_le_norm x k

/-- For eigenvalues in `[0,1]` with largest defect `m`, the squared defect norm equals `m` times
the defect sum exactly when every defect is either zero or `m`. -/
theorem lower_bound_eq_iff {x : ι → ℝ} {m : ℝ} (hx : ∀ i, x i ∈ Set.Icc (0 : ℝ) 1)
    (hm : IsGreatest (Set.range fun i => defect (x i)) m) :
    defectNorm x ^ 2 = m * defectSum x ↔ ∀ i, defect (x i) = 0 ∨ defect (x i) = m := by
  have hn : ∀ i ∈ Finset.univ, 0 ≤ defect (x i) * (m - defect (x i)) := fun i _ => by
    have h1 : 0 ≤ defect (x i) := by
      unfold defect
      nlinarith [(hx i).1, (hx i).2]
    exact mul_nonneg h1 (sub_nonneg.mpr (hm.2 ⟨i, rfl⟩))
  have key : m * defectSum x - defectNorm x ^ 2
      = ∑ i, defect (x i) * (m - defect (x i)) := by
    rw [defectNorm_sq, defectSum, Finset.mul_sum, ← Finset.sum_sub_distrib]
    exact Finset.sum_congr rfl fun i _ => by ring
  constructor
  · intro h i
    have h0 : ∑ i, defect (x i) * (m - defect (x i)) = 0 := by linarith
    have hi := (Finset.sum_eq_zero_iff_of_nonneg hn).mp h0 i (Finset.mem_univ i)
    rcases mul_eq_zero.mp hi with h1 | h1
    · exact Or.inl h1
    · exact Or.inr (by linarith)
  · intro h
    have h0 : ∑ i, defect (x i) * (m - defect (x i)) = 0 :=
      Finset.sum_eq_zero fun i _ => by rcases h i with h1 | h1 <;> rw [h1] <;> ring
    linarith

/-- Every eigenvalue lies at or below the lower edge, or at or above the upper edge, of the
window belonging to the defect norm. -/
theorem outside_window (x : ι → ℝ) (i : ι) :
    x i ≤ lowerEdge (defectNorm x) ∨ upperEdge (defectNorm x) ≤ x i := by
  have h : √(1 - 4 * defectNorm x) ≤ |2 * x i - 1| := by
    rw [← Real.sqrt_sq_eq_abs]
    apply Real.sqrt_le_sqrt
    have := defect_le_norm x i
    unfold defect at this
    nlinarith
  unfold lowerEdge upperEdge
  rcases le_abs.mp h with h | h
  · right; linarith
  · left; linarith

/-- If the defect norm is below `1/4`, the window is an open interval around `1/2` that
contains no eigenvalue. -/
theorem spectral_gap {x : ι → ℝ} (hv : defectNorm x < 1 / 4) :
    (1 / 2 : ℝ) ∈ Set.Ioo (lowerEdge (defectNorm x)) (upperEdge (defectNorm x)) ∧
    ∀ i, x i ∉ Set.Ioo (lowerEdge (defectNorm x)) (upperEdge (defectNorm x)) := by
  have hr : 0 < √(1 - 4 * defectNorm x) := Real.sqrt_pos.mpr (by linarith)
  refine ⟨⟨?_, ?_⟩, fun i hi => ?_⟩
  · unfold lowerEdge; linarith
  · unfold upperEdge; linarith
  · rcases outside_window x i with h | h
    · exact not_lt_of_ge h hi.1
    · exact not_lt_of_ge h hi.2

/-- For `0 ≤ v ≤ 1/4`, a single level placed at either edge of the window belonging to `v`
has defect norm exactly `v`. -/
theorem window_sharp {v : ℝ} (h0 : 0 ≤ v) (h1 : v ≤ 1 / 4) :
    defectNorm (fun _ : Fin 1 => lowerEdge v) = v ∧
    defectNorm (fun _ : Fin 1 => upperEdge v) = v := by
  have hr : √(1 - 4 * v) ^ 2 = 1 - 4 * v := Real.sq_sqrt (by linarith)
  have hl : defect (lowerEdge v) = v := by
    unfold defect lowerEdge
    linear_combination (-1 / 4) * hr
  have hu : defect (upperEdge v) = v := by
    unfold defect upperEdge
    linear_combination (-1 / 4) * hr
  constructor
  · simp [defectNorm, hl, Real.sqrt_sq h0]
  · simp [defectNorm, hu, Real.sqrt_sq h0]

/-- Every SP2 expansion is strictly increasing on `[0,1]`. -/
theorem sp2Run_lt (l : List Bool) {a b : ℝ} (ha : 0 ≤ a) (hab : a < b) (hb : b ≤ 1) :
    sp2Run l a < sp2Run l b := by
  induction l generalizing a b with
  | nil => exact hab
  | cons s l ih =>
    -- one step keeps the order and stays inside `[0,1]`
    have hp : 0 < (b - a) * (2 - a - b) := mul_pos (by linarith) (by linarith)
    cases s
    · apply ih <;> simp only [sp2Step, Bool.false_eq_true, if_false] <;>
        nlinarith [sq_nonneg (b - 1)]
    · apply ih <;> simp only [sp2Step, if_true] <;> nlinarith

/-- Let the initial eigenvalues lie in `[0,1]`, and let `0 ≤ a` and `b ≤ 1`. If an SP2 expansion
maps `a` to a point at or above the lower edge, and `b` to a point at or below the upper edge, of
the window found from its output, then no initial eigenvalue lies strictly between `a` and `b`. -/
theorem initial_gap (l : List Bool) {x : ι → ℝ} {a b : ℝ}
    (hx : ∀ i, x i ∈ Set.Icc (0 : ℝ) 1) (ha : 0 ≤ a) (hb : b ≤ 1)
    (hla : lowerEdge (defectNorm fun i => sp2Run l (x i)) ≤ sp2Run l a)
    (hub : sp2Run l b ≤ upperEdge (defectNorm fun i => sp2Run l (x i))) (i : ι) :
    x i ∉ Set.Ioo a b := by
  intro hi
  have h1 := sp2Run_lt l ha hi.1 (hx i).2
  have h2 := sp2Run_lt l (hx i).1 hi.2 hb
  rcases outside_window (fun i => sp2Run l (x i)) i with h | h
  · exact not_lt_of_ge (h.trans hla) h1
  · exact not_lt_of_ge (hub.trans h) h2

end

end SP2GapEstimate
```

```lean
#print axioms SP2GapEstimate.outside_window
-- 'SP2GapEstimate.outside_window' depends on axioms: [propext, Classical.choice, Quot.sound]
#print axioms SP2GapEstimate.spectral_gap
-- 'SP2GapEstimate.spectral_gap' depends on axioms: [propext, Classical.choice, Quot.sound]
#print axioms SP2GapEstimate.window_sharp
-- 'SP2GapEstimate.window_sharp' depends on axioms: [propext, Classical.choice, Quot.sound]
#print axioms SP2GapEstimate.initial_gap
-- 'SP2GapEstimate.initial_gap' depends on axioms: [propext, Classical.choice, Quot.sound]
```

## How the Lean proofs follow the inequalities

`trace_defect` rests on three local facts. `hmul` cancels the factor $U^\dagger U=1$ between two diagonal matrices, so that products are taken eigenvalue by eigenvalue. `htr` uses cyclicity of the trace, and `hsub` identifies the spectrum of $X-X^2$ as the defects. Together with `defectNorm_sq`, which removes the square root from $v$, they give both traces.

`defect_le_norm` uses `Finset.single_le_sum` to bound one square by the sum of all squares. `Real.abs_le_sqrt` then takes the root and also handles negative defects.

In `largest_defect_bounds`, the first part finds a nonzero term in the positive sum. The second clears the denominator with `div_le_iff₀` and sums $e_i^2\le me_i$ by `Finset.sum_le_sum`. The third applies `defect_le_norm` to the level `k` at which the maximum is attained. In `lower_bound_eq_iff`, `key` is the identity for $ms-v^2$, and `Finset.sum_eq_zero_iff_of_nonneg` turns a vanishing sum of non-negative terms into the vanishing of each one.

`outside_window` writes $|2x_i-1|$ as the root of its square and compares radicands; `nlinarith` supplies $1-4v\le(2x_i-1)^2$. Splitting the absolute value with `le_abs` yields the two sides of the window. `spectral_gap` adds that the root is positive, which puts $1/2$ strictly between the edges. In `window_sharp`, `linear_combination` verifies that the defect at each edge is $v$, using $r^2=1-4v$.

`sp2Run_lt` is an induction over the list with `a` and `b` left general, because each step changes both points. The induction hypothesis requires that the new points are ordered and remain in $[0,1]$; the `cases s` branches prove this for the two polynomials. Finally, `initial_gap` applies this monotonicity on either side of a supposed eigenvalue in $(a,b)$ and contradicts both alternatives of `outside_window`.
